# At zero temperature, the BCS gap equation on a flat shell [0, ω] has the positive solution Δ = ω/sinh(1/g)

## Is my root finder failing, or is there no gap to find?

Without a closed form for the gap I can't tell a bad solver from a bad estimate. I solve the zero-temperature BCS gap equation with a constant attraction and a constant density of states, for energies up to a cutoff ω. At coupling g = 1 my root finder gives Δ ≈ 0.851ω, but the familiar estimate 2ω exp(−1/g) gives 0.736ω.

It gets worse when I model a normal state that already has a gap, so that the energies run only from ω/5 to ω. At g = 1/2 the solver then finds no root at all, although it finds one easily when the energies start at zero. And if I iterate with a complex Δ, different starting values end at different phases. Which of these are errors?

## The gap on [0, ω], the threshold on a gapped shell, and the free phase

None of them is an error of the solver. The estimate is a weak-coupling limit, the equation on the shell from ω/5 to ω has no positive solution Δ at g = 1/2, and the equation leaves the phase undetermined.

Let ξ be the normal-state energy measured from the Fermi level. With a constant attraction V and a constant density of states N per spin, the mean-field equation sums Δ/(2E) over states, where E = √(ξ² + Δ²) is the quasiparticle energy. The contributions of ξ and −ξ are equal, so the factor 1/2 disappears when only positive energies are kept. With g = NV and Δ ≠ 0, the equation on a shell from a to b is

g ∫ₐᵇ dξ/√(ξ² + Δ²) = 1.

Take Δ > 0. The chain rule gives

d/dξ arsinh(ξ/Δ) = (1/Δ)/√(1 + ξ²/Δ²) = 1/√(ξ² + Δ²),

and therefore

∫ₐᵇ dξ/√(ξ² + Δ²) = arsinh(b/Δ) − arsinh(a/Δ).

For a = 0 and b = ω the second term vanishes. The gap equation becomes arsinh(ω/Δ) = 1/g, which means

Δ = ω/sinh(1/g).

At g = 1 this is your 0.851ω. For small g, sinh(1/g) is close to exp(1/g)/2, which gives back the estimate 2ω exp(−1/g). The ratio of the estimate to the full formula is 1 − exp(−2/g), or about 0.865 at g = 1.

For a general shell, write x = arsinh(a/Δ), y = arsinh(b/Δ) and s = 1/g. The condition is y − x = s. To solve it for Δ, start from the product

(cosh s − cosh(y − x)) (cosh s + cosh(y + x)).

Two identities simplify it:

cosh(y + x) − cosh(y − x) = 2 sinh x sinh y,

cosh(y + x) cosh(y − x) = 1 + sinh²x + sinh²y.

Since cosh²s − 1 = sinh²s, the product equals

sinh²s − sinh²x − sinh²y + 2 sinh x sinh y cosh s.

The second factor of the product is positive, so this expression vanishes exactly when cosh s = cosh(y − x). Both s and y − x are positive, so that means s = y − x. Inserting sinh x = a/Δ and sinh y = b/Δ and multiplying by Δ² gives

Δ² sinh²(1/g) = a² + b² − 2ab cosh(1/g).

Now let 0 < a < b. A positive Δ exists exactly when the right-hand side is positive. With the natural logarithm L = log(b/a),

2ab cosh L = ab(b/a + a/b) = a² + b²,

so the condition is cosh(1/g) < cosh L. Both arguments are positive, and it reduces to

g log(b/a) > 1.

For your shell, log 5 ≈ 1.609, and g = 1/2 gives 0.805, which is below the threshold. You need g above about 0.621. The physical reason is that the pairing integral stays below log(b/a) however small Δ becomes, whereas on [0, ω] it grows without bound as Δ → 0, so any positive coupling suffices there. On a shell with a > 0, Δ measures the pairing and is not the whole excitation gap: the smallest quasiparticle energy is √(a² + Δ²), which is a when Δ = 0.

For a complex order parameter, E contains only |Δ|. The self-consistency map therefore multiplies Δ by a real number,

Δ ↦ (g ∫₀^ω dξ/√(ξ² + |Δ|²)) Δ.

A nonzero Δ is a fixed point exactly when this factor is 1, that is, when |Δ| = ω/sinh(1/g). The factor is positive, so your iteration keeps whatever phase it started with.

In the Lean file, `pairingIntegral a b Δ` is the integral over real energies from `a` to `b`, and `bcsGap g ω` is the closed formula. The coupling `g` is dimensionless and already contains the density of states; `ω`, `a`, `b` and `Δ` are energies in a common unit. The prefactor belongs to the half-range convention: if you integrate from −ω to ω with the same `g` in front, you have doubled the coupling.

The theorems say the following.

- `pairingIntegral_eq` gives the integral as a difference of two arsinh values, for real `a` and `b` and positive `Δ`.
- `rapidity_difference_iff` is the hyperbolic equivalence for `x < y` and `s > 0`. The name "rapidity" refers to the arguments `x` and `y` of the hyperbolic functions.
- `gap_equation_shell_iff` states that, for `a < b` and positive `g` and `Δ`, the gap equation is equivalent to the algebraic relation for Δ².
- `gap_equation_iff` states that, for positive `g`, `ω` and `Δ`, the gap equation on [0, ω] holds exactly when `Δ = bcsGap g ω`.
- `order_parameter_iff` concerns `gapMap`, the map on complex order parameters. For positive `g` and `ω`, its fixed points are zero and all complex numbers of modulus `bcsGap g ω`.
- `pairing_threshold` states that, for `0 < a < b` and `g > 0`, a positive solution exists exactly when `1 < g * Real.log (b / a)`.

The gap equation itself is the starting point; it is not derived from a Hamiltonian or from the BCS state. The model has zero temperature, a constant interaction, a flat density of states and sharp cutoffs. For the gapped normal state, it also places the chemical potential in the middle of the gap, so that the bands above and below contribute equally. The fixed-point theorem does not compare the energies of the solutions or say whether an iteration converges.

Within this mean-field model, the formulas give reference values for a numerical gap solver and tell you when a search for a nonzero Δ on a gapped shell must come back empty.

```lean
import Mathlib

namespace BCSGapEquation

noncomputable section

/-- The pairing integral of `1/√(ξ² + Δ²)` over normal-state energies from `a` to `b`,
for a nonzero gap `Δ`. -/
def pairingIntegral (a b Δ : ℝ) : ℝ := ∫ ξ in a..b, 1 / √(ξ ^ 2 + Δ ^ 2)

/-- The closed-form gap `ω / sinh (1/g)` for cutoff `ω` and nonzero coupling `g`. -/
def bcsGap (g ω : ℝ) : ℝ := ω / Real.sinh (1 / g)

/-- The self-consistency map of a complex order parameter `Δ`: the coupling `g` times the
integral of `Δ/√(ξ² + |Δ|²)` over `[0, ω]`. The denominator is nonzero except at the single
point `ξ = 0` when `Δ = 0`. -/
def gapMap (g ω : ℝ) (Δ : ℂ) : ℂ :=
  (g : ℂ) * ∫ ξ in (0 : ℝ)..ω, Δ / ((√(ξ ^ 2 + ‖Δ‖ ^ 2) : ℝ) : ℂ)

/-- For `Δ > 0` the pairing integral from `a` to `b` is `arsinh (b/Δ) - arsinh (a/Δ)`. -/
theorem pairingIntegral_eq (a b : ℝ) {Δ : ℝ} (hΔ : 0 < Δ) :
    pairingIntegral a b Δ = Real.arsinh (b / Δ) - Real.arsinh (a / Δ) := by
  have hderiv : ∀ ξ : ℝ, HasDerivAt (fun t : ℝ => Real.arsinh (t / Δ))
      (1 / √(ξ ^ 2 + Δ ^ 2)) ξ := by
    intro ξ
    have h0 := HasDerivAt.comp ξ (Real.hasDerivAt_arsinh (ξ / Δ))
      ((hasDerivAt_id' ξ).div_const Δ)
    have h1 : HasDerivAt (fun t : ℝ => Real.arsinh (t / Δ))
        ((√(1 + (ξ / Δ) ^ 2))⁻¹ * (1 / Δ)) ξ := h0
    -- pull the gap out of the quasiparticle energy
    have hx : ξ = Δ * (ξ / Δ) := by field_simp
    have h2 : ξ ^ 2 + Δ ^ 2 = Δ ^ 2 * (1 + (ξ / Δ) ^ 2) := by
      linear_combination (ξ + Δ * (ξ / Δ)) * hx
    refine h1.congr_deriv ?_
    rw [h2, Real.sqrt_mul (sq_nonneg Δ), Real.sqrt_sq hΔ.le]
    ring
  have hcont : Continuous (fun ξ : ℝ => 1 / √(ξ ^ 2 + Δ ^ 2)) :=
    Continuous.div continuous_const (by fun_prop)
      (fun ξ => ne_of_gt (Real.sqrt_pos.mpr (by positivity)))
  exact intervalIntegral.integral_eq_sub_of_hasDerivAt (fun ξ _ => hderiv ξ)
    (hcont.intervalIntegrable _ _)

/-- For `x < y` and `s > 0`, the rapidities `x` and `y` differ by `s` exactly when
`sinh² s = sinh² y + sinh² x - 2 sinh x sinh y cosh s`. -/
theorem rapidity_difference_iff {x y s : ℝ} (hxy : x < y) (hs : 0 < s) :
    y - x = s ↔ Real.sinh s ^ 2 =
      Real.sinh y ^ 2 + Real.sinh x ^ 2 - 2 * Real.sinh x * Real.sinh y * Real.cosh s := by
  -- the relation factorises, and the second factor is positive
  have key : Real.sinh s ^ 2 - (Real.sinh y ^ 2 + Real.sinh x ^ 2
      - 2 * Real.sinh x * Real.sinh y * Real.cosh s)
      = (Real.cosh s - Real.cosh (y - x)) * (Real.cosh s + Real.cosh (y + x)) := by
    rw [Real.cosh_add, Real.cosh_sub]
    linear_combination (-1 : ℝ) * Real.cosh_sq s + Real.cosh y ^ 2 * Real.cosh_sq x
      + (1 + Real.sinh x ^ 2) * Real.cosh_sq y
  have hpos : 0 < Real.cosh s + Real.cosh (y + x) :=
    add_pos (Real.cosh_pos s) (Real.cosh_pos (y + x))
  constructor
  · intro h
    rw [h, sub_self, zero_mul] at key
    linarith
  · intro h
    rw [sub_eq_zero.mpr h] at key
    have h0 : Real.cosh s = Real.cosh (y - x) := by
      rcases mul_eq_zero.mp key.symm with h1 | h1
      · linarith
      · exact absurd h1 hpos.ne'
    have h1 : |s| ≤ |y - x| := Real.cosh_le_cosh.mp h0.le
    have h2 : |y - x| ≤ |s| := Real.cosh_le_cosh.mp h0.ge
    rw [abs_of_pos hs, abs_of_pos (sub_pos.mpr hxy)] at h1 h2
    exact le_antisymm h2 h1

/-- Gap equation for any energy shell `a < b`: for `g, Δ > 0`, the coupling times the pairing
integral equals one exactly when `Δ² sinh² (1/g) = a² + b² - 2ab cosh (1/g)`. -/
theorem gap_equation_shell_iff {a b g Δ : ℝ} (hab : a < b) (hg : 0 < g) (hΔ : 0 < Δ) :
    g * pairingIntegral a b Δ = 1 ↔
      Δ ^ 2 * Real.sinh (1 / g) ^ 2 = a ^ 2 + b ^ 2 - 2 * a * b * Real.cosh (1 / g) := by
  have hlt : Real.arsinh (a / Δ) < Real.arsinh (b / Δ) :=
    Real.arsinh_lt_arsinh.mpr (div_lt_div_of_pos_right hab hΔ)
  have h1 : g * pairingIntegral a b Δ = 1 ↔
      Real.arsinh (b / Δ) - Real.arsinh (a / Δ) = 1 / g := by
    rw [pairingIntegral_eq a b hΔ, eq_div_iff hg.ne', mul_comm g]
  have e : (b / Δ) ^ 2 + (a / Δ) ^ 2 - 2 * (a / Δ) * (b / Δ) * Real.cosh (1 / g)
      = (a ^ 2 + b ^ 2 - 2 * a * b * Real.cosh (1 / g)) / Δ ^ 2 := by ring
  rw [h1, rapidity_difference_iff hlt (one_div_pos.mpr hg), Real.sinh_arsinh,
    Real.sinh_arsinh, e, eq_div_iff (pow_ne_zero 2 hΔ.ne'), mul_comm (Δ ^ 2)]

/-- BCS gap equation at zero temperature: for positive coupling `g`, cutoff `ω` and gap `Δ`,
`g` times the pairing integral over `[0, ω]` equals one exactly when `Δ = ω / sinh (1/g)`. -/
theorem gap_equation_iff {g ω Δ : ℝ} (hg : 0 < g) (hω : 0 < ω) (hΔ : 0 < Δ) :
    g * pairingIntegral 0 ω Δ = 1 ↔ Δ = bcsGap g ω := by
  have hS : 0 < Real.sinh (1 / g) := Real.sinh_pos_iff.mpr (one_div_pos.mpr hg)
  rw [gap_equation_shell_iff hω hg hΔ, bcsGap, eq_div_iff hS.ne']
  constructor
  · intro h
    have h2 : (Δ * Real.sinh (1 / g)) ^ 2 = ω ^ 2 := by linear_combination h
    exact (sq_eq_sq₀ (mul_pos hΔ hS).le hω.le).mp h2
  · intro h
    linear_combination (Δ * Real.sinh (1 / g) + ω) * h

/-- For `g, ω > 0`, a complex order parameter is self-consistent exactly when it vanishes or
its modulus is `ω / sinh (1/g)`, with arbitrary phase. -/
theorem order_parameter_iff {g ω : ℝ} (hg : 0 < g) (hω : 0 < ω) (Δ : ℂ) :
    gapMap g ω Δ = Δ ↔ Δ = 0 ∨ ‖Δ‖ = bcsGap g ω := by
  -- the map multiplies the order parameter by a real factor
  have hmap : gapMap g ω Δ = ((g * pairingIntegral 0 ω ‖Δ‖ : ℝ) : ℂ) * Δ := by
    have h : (fun ξ : ℝ => Δ / ((√(ξ ^ 2 + ‖Δ‖ ^ 2) : ℝ) : ℂ))
        = fun ξ : ℝ => Δ * ((1 / √(ξ ^ 2 + ‖Δ‖ ^ 2) : ℝ) : ℂ) := by
      funext ξ
      rw [Complex.ofReal_div, Complex.ofReal_one]
      ring
    rw [gapMap, h, intervalIntegral.integral_const_mul, intervalIntegral.integral_ofReal,
      pairingIntegral, Complex.ofReal_mul]
    ring
  rw [hmap]
  by_cases hΔ : Δ = 0
  · simp [hΔ]
  have hn : 0 < ‖Δ‖ := norm_pos_iff.mpr hΔ
  constructor
  · intro h
    have h1 : ((g * pairingIntegral 0 ω ‖Δ‖ : ℝ) : ℂ) = 1 :=
      mul_right_cancel₀ hΔ (by rw [h, one_mul])
    exact Or.inr ((gap_equation_iff hg hω hn).mp
      (Complex.ofReal_injective (h1.trans Complex.ofReal_one.symm)))
  · rintro (h | h)
    · exact absurd h hΔ
    · rw [(gap_equation_iff hg hω hn).mpr h, Complex.ofReal_one, one_mul]

/-- For a shell `0 < a < b` that stays away from the Fermi level and `g > 0`, the gap equation
has a positive solution exactly when `g log (b/a) > 1`. -/
theorem pairing_threshold {a b g : ℝ} (ha : 0 < a) (hab : a < b) (hg : 0 < g) :
    (∃ Δ : ℝ, 0 < Δ ∧ g * pairingIntegral a b Δ = 1) ↔ 1 < g * Real.log (b / a) := by
  have hb : 0 < b := ha.trans hab
  have hs : 0 < 1 / g := one_div_pos.mpr hg
  have hS : 0 < Real.sinh (1 / g) := Real.sinh_pos_iff.mpr hs
  have hL : 0 < Real.log (b / a) := Real.log_pos ((one_lt_div ha).mpr hab)
  have hm : 0 < 2 * a * b := by positivity
  have hc : 2 * a * b * Real.cosh (Real.log (b / a)) = a ^ 2 + b ^ 2 := by
    rw [Real.cosh_eq, Real.exp_neg, Real.exp_log (div_pos hb ha), inv_div]
    have h1 : a * (b / a) = b := by field_simp
    have h2 : b * (a / b) = a := by field_simp
    linear_combination b * h1 + a * h2
  -- the threshold is the positivity of the squared gap
  have key : 1 < g * Real.log (b / a) ↔
      2 * a * b * Real.cosh (1 / g) < a ^ 2 + b ^ 2 := by
    rw [← hc, ← div_lt_iff₀' hg]
    constructor
    · intro h
      have h1 : Real.cosh (1 / g) < Real.cosh (Real.log (b / a)) := by
        rw [Real.cosh_lt_cosh, abs_of_pos hs, abs_of_pos hL]
        exact h
      exact mul_lt_mul_of_pos_left h1 hm
    · intro h
      have h1 := Real.cosh_lt_cosh.mp (lt_of_mul_lt_mul_left h hm.le)
      rwa [abs_of_pos hs, abs_of_pos hL] at h1
  rw [key]
  constructor
  · rintro ⟨Δ, hΔ, h⟩
    rw [gap_equation_shell_iff hab hg hΔ] at h
    have h1 := mul_pos (pow_pos hΔ 2) (pow_pos hS 2)
    linarith
  · intro h
    have hr : 0 < a ^ 2 + b ^ 2 - 2 * a * b * Real.cosh (1 / g) := by linarith
    have hΔ := div_pos (Real.sqrt_pos.mpr hr) hS
    refine ⟨_, hΔ, ?_⟩
    rw [gap_equation_shell_iff hab hg hΔ, div_pow, Real.sq_sqrt hr.le]
    exact div_mul_cancel₀ _ (pow_ne_zero 2 hS.ne')

end

end BCSGapEquation
```

```lean
#print axioms BCSGapEquation.gap_equation_iff
-- 'BCSGapEquation.gap_equation_iff' depends on axioms: [propext, Classical.choice, Quot.sound]
#print axioms BCSGapEquation.order_parameter_iff
-- 'BCSGapEquation.order_parameter_iff' depends on axioms: [propext, Classical.choice, Quot.sound]
#print axioms BCSGapEquation.pairing_threshold
-- 'BCSGapEquation.pairing_threshold' depends on axioms: [propext, Classical.choice, Quot.sound]
```

The proof of `pairingIntegral_eq` follows the antiderivative calculation. The step `hderiv` applies the chain rule to arsinh(ξ/Δ), and `h2` pulls Δ² out of ξ² + Δ² so that the derivative takes the form of the integrand. The step `hcont` shows that the integrand is continuous, because its denominator is positive for Δ > 0. The fundamental theorem of calculus then gives the difference of endpoint values.

In `rapidity_difference_iff`, `key` is the factorisation. After the addition formulas for cosh have been inserted, `linear_combination` verifies it from cosh² = 1 + sinh². The step `hpos` records that the second factor is positive. If y − x = s, the first factor is zero and the relation follows. Conversely, the relation makes the product zero, hence cosh s = cosh(y − x). This fixes only the absolute values, and the signs come from `hs` and `hxy`. The ordering x < y rules out y − x = −s, which satisfies the same algebraic relation.

The shell theorem combines these two results. Since arsinh is increasing, `hlt` puts the two endpoint values in the right order. The step `h1` rewrites the gap equation as a difference equal to 1/g, and `e` collects the denominators Δ².

For [0, ω], `gap_equation_iff` sets a = 0 in the shell relation, which leaves (Δ sinh(1/g))² = ω². Both Δ sinh(1/g) and ω are positive, so `sq_eq_sq₀` removes the squares. This route differs slightly from the direct inversion of arsinh above, but reaches the same formula.

In `order_parameter_iff`, `hmap` takes Δ out of the integral and exhibits the real factor. The proof then separates two cases. For Δ = 0 both sides of the fixed-point equation vanish, so the divergent pairing integral at zero gap plays no role. For Δ ≠ 0, cancelling Δ leaves the real gap equation for ‖Δ‖, and `gap_equation_iff` finishes the argument.

Finally, `pairing_threshold` proves 2ab cosh(log(b/a)) = a² + b² as `hc`. Its `key` turns the logarithmic threshold into positivity of a² + b² − 2ab cosh(1/g), using that cosh increases on positive arguments. If a positive solution Δ exists, the shell relation equates that expression with a product of positive squares. If the expression is positive, the proof supplies the solution explicitly,

Δ = √(a² + b² − 2ab cosh(1/g))/sinh(1/g),

and checks it with `gap_equation_shell_iff`. Once you raise g above the threshold, this is the value your root finder should return.
